# A fourth-moment bound on the error of the Gamma-point spread for finitely many positions

A particle coordinate takes finitely many real values \(x_j\) with weights \(p_j\). The index \(j\) runs over a finite type `ι`, and `p` and `x` are functions `ι → ℝ`. The definitions accept any real weights; the theorems add \(\sum_j p_j=1\) (`hsum`) and \(p_j\ge 0\) (`hp`) where they are used.

```lean
import Mathlib

open Filter
open scoped Real Topology

namespace GammaPointSpread

noncomputable section

variable {ι : Type*} [Fintype ι]
```

The variance is taken about the mean:
\[ \sigma^2=\sum_j p_j\Bigl(x_j-\sum_i p_i x_i\Bigr)^2 . \]

```lean
/-- The variance of the position `x` under the weights `p`, taken about the mean position. -/
def coordVariance (p x : ι → ℝ) : ℝ :=
  ∑ j, p j * (x j - ∑ i, p i * x i) ^ 2
```

In a periodic cell of length \(L\), the average phase is \(z=\sum_j p_j e^{2\pi i x_j/L}\), where the \(i\) in the exponent is the imaginary unit. The positions are not folded back into the cell.

```lean
/-- The average phase `z = ∑ p_j exp(2πi x_j / L)` in a periodic cell of length `L ≠ 0`. -/
def phaseAverage (p x : ι → ℝ) (L : ℝ) : ℂ :=
  ∑ j, (p j : ℂ) * Complex.exp (2 * π * Complex.I * x j / L)
```

The Gamma-point spread is the form built from \(|z|^2\), not from its logarithm:
\[ \Gamma_L=\Bigl(\frac{L}{2\pi}\Bigr)^2\bigl(1-|z|^2\bigr). \]

```lean
/-- The Gamma-point spread `(L/2π)² (1 - |z|²)` in a periodic cell of length `L ≠ 0`. -/
def gammaSpread (p x : ι → ℝ) (L : ℝ) : ℝ :=
  (L / (2 * π)) ^ 2 * (1 - ‖phaseAverage p x L‖ ^ 2)
```

The pair moments, with both orderings of each pair counted, are \(M_k=\sum_{i,j}p_ip_j(x_i-x_j)^k\).

```lean
/-- The `k`-th moment of the separation of two positions drawn independently with weights `p`. -/
def pairMoment (p x : ι → ℝ) (k : ℕ) : ℝ :=
  ∑ i, ∑ j, p i * p j * (x i - x j) ^ k
```

For a Wannier function, \(p_j\) stands for the probability of finding the electron at \(x_j\). The model is one Cartesian coordinate of one orbital with a discrete density that stays fixed when \(L\) changes, so the response of a real orbital to the cell is left out.

## (a) A sign obtained from the derivative

Let \(f\) be differentiable on the real line with \(f(0)=0\) and \(f'(t)\ge0\) for \(t\ge0\). Show that
\[ f(t)\ge 0\quad\text{for } t\ge 0. \]

**Solution.** For \(t>0\) the mean value theorem gives \(f(t)=f(t)-f(0)=t\,f'(\xi)\ge0\) with some \(\xi\) between 0 and \(t\). In Lean, `monotoneOn_of_deriv_nonneg` makes \(f\) monotone on the half-line, and the values at 0 and \(t\) are compared.

```lean
/-- A function that is differentiable on the whole real line, vanishes at zero and has a nonnegative
derivative on the half-line `t ≥ 0` is nonnegative there. -/
theorem nonneg_of_hasDerivAt {f f' : ℝ → ℝ} (hf : ∀ t, HasDerivAt f (f' t) t)
    (h0 : f 0 = 0) (h : ∀ t, 0 ≤ t → 0 ≤ f' t) (t : ℝ) (ht : 0 ≤ t) : 0 ≤ f t := by
  have hmono : MonotoneOn f (Set.Ici 0) := by
    apply monotoneOn_of_deriv_nonneg (convex_Ici 0)
    · exact fun s _ => (hf s).continuousAt.continuousWithinAt
    · exact fun s _ => (hf s).differentiableAt.differentiableWithinAt
    · intro s hs
      rw [(hf s).deriv]
      exact h s (interior_subset hs)
  have h1 := hmono (Set.mem_Ici.2 le_rfl) (Set.mem_Ici.2 ht) ht
  rwa [h0] at h1
```

## (b) The cosine between two Taylor polynomials

Show that for every real \(t\)
\[ 1-\frac{t^2}{2}+\frac{t^4}{24}-\frac{t^6}{720}\le\cos t\le 1-\frac{t^2}{2}+\frac{t^4}{24}. \]

**Solution.** Start from \(1-\cos t=2\sin^2(t/2)\le t^2/2\). The functions
\[ \begin{aligned} s_1&=\sin t-t+\tfrac{t^3}{6}, & c_2&=1-\tfrac{t^2}{2}+\tfrac{t^4}{24}-\cos t,\\ s_3&=t-\tfrac{t^3}{6}+\tfrac{t^5}{120}-\sin t, & c_4&=\cos t-1+\tfrac{t^2}{2}-\tfrac{t^4}{24}+\tfrac{t^6}{720} \end{aligned} \]
vanish at 0. Their derivatives are \(s_1'=\cos t-1+t^2/2\ge0\), \(c_2'=s_1\), \(s_3'=c_2\) and \(c_4'=s_3\). Four uses of (a) make them all nonnegative for \(t\ge0\), and \(c_2\) and \(c_4\) are the two bounds. Both sides are even, which settles \(t<0\). The Lean facts `s1`, `c2`, `s3` and `c4` are these four steps.

```lean
/-- For every real angle, the cosine lies between its Taylor polynomials of degree six and
degree four. -/
theorem cos_taylor_bounds (t : ℝ) :
    1 - t ^ 2 / 2 + t ^ 4 / 24 - t ^ 6 / 720 ≤ Real.cos t ∧
      Real.cos t ≤ 1 - t ^ 2 / 2 + t ^ 4 / 24 := by
  have P : ∀ (n : ℕ) (c s : ℝ),
      HasDerivAt (fun u : ℝ => u ^ n / c) (n * s ^ (n - 1) / c) s :=
    fun n c s => (hasDerivAt_pow n s).div_const c
  -- each function shown to be nonnegative is the derivative of the next one
  have s1 := nonneg_of_hasDerivAt (f := fun t => Real.sin t - (t - t ^ 3 / 6))
    (f' := fun t => Real.cos t - (1 - t ^ 2 / 2))
    (fun t => ((Real.hasDerivAt_sin t).fun_sub
      ((hasDerivAt_id' t).fun_sub (P 3 6 t))).congr_deriv (by push_cast; ring))
    (by simp) (fun t _ => sub_nonneg.2 Real.one_sub_sq_div_two_le_cos)
  have c2 := nonneg_of_hasDerivAt (f := fun t => (1 - t ^ 2 / 2 + t ^ 4 / 24) - Real.cos t)
    (f' := fun t => Real.sin t - (t - t ^ 3 / 6))
    (fun t => ((((hasDerivAt_const t (1 : ℝ)).fun_sub (P 2 2 t)).fun_add (P 4 24 t)).fun_sub
      (Real.hasDerivAt_cos t)).congr_deriv (by push_cast; ring))
    (by simp) s1
  have s3 := nonneg_of_hasDerivAt (f := fun t => (t - t ^ 3 / 6 + t ^ 5 / 120) - Real.sin t)
    (f' := fun t => (1 - t ^ 2 / 2 + t ^ 4 / 24) - Real.cos t)
    (fun t => ((((hasDerivAt_id' t).fun_sub (P 3 6 t)).fun_add (P 5 120 t)).fun_sub
      (Real.hasDerivAt_sin t)).congr_deriv (by push_cast; ring))
    (by simp) c2
  have c4 := nonneg_of_hasDerivAt
    (f := fun t => Real.cos t - (1 - t ^ 2 / 2 + t ^ 4 / 24 - t ^ 6 / 720))
    (f' := fun t => (t - t ^ 3 / 6 + t ^ 5 / 120) - Real.sin t)
    (fun t => ((Real.hasDerivAt_cos t).fun_sub
      ((((hasDerivAt_const t (1 : ℝ)).fun_sub (P 2 2 t)).fun_add (P 4 24 t)).fun_sub
        (P 6 720 t))).congr_deriv (by push_cast; ring))
    (by simp) s3
  have key : ∀ s : ℝ, 0 ≤ s → 1 - s ^ 2 / 2 + s ^ 4 / 24 - s ^ 6 / 720 ≤ Real.cos s ∧
      Real.cos s ≤ 1 - s ^ 2 / 2 + s ^ 4 / 24 :=
    fun s hs => ⟨sub_nonneg.1 (c4 s hs), sub_nonneg.1 (c2 s hs)⟩
  -- negative angles follow by parity
  rcases le_total 0 t with ht | ht
  · exact key t ht
  · have h := key (-t) (by linarith)
    rw [Real.cos_neg] at h
    constructor
    · linarith [h.1]
    · linarith [h.2]
```

## (c) The variance as a pair moment

For weights of total one, show that
\[ \sigma^2=\tfrac12 M_2 . \]

**Solution.** Put \(m=\sum_jp_jx_j\) and \(q=\sum_jp_jx_j^2\). For any \(a\),
\[ \sum_jp_j(x_j-a)^2=q-2am+a^2 . \]
Setting \(a=m\) gives \(\sigma^2=q-m^2\). Setting \(a=x_i\) and averaging over \(i\) gives \(M_2=q-2m^2+q=2\sigma^2\). The identity for general \(a\) is `h` in the code, and it is used for both choices.

```lean
/-- For weights of total one, the variance is half the mean squared separation of two
independently drawn positions. -/
theorem coordVariance_eq_pairMoment (p x : ι → ℝ) (hsum : ∑ j, p j = 1) :
    coordVariance p x = pairMoment p x 2 / 2 := by
  have h : ∀ a : ℝ, ∑ j, p j * (x j - a) ^ 2
      = ∑ j, p j * x j ^ 2 - 2 * a * ∑ j, p j * x j + a ^ 2 := by
    intro a
    calc ∑ j, p j * (x j - a) ^ 2
        = ∑ j, (p j * x j ^ 2 - 2 * a * (p j * x j) + a ^ 2 * p j) :=
          Finset.sum_congr rfl (fun j _ => by ring)
      _ = _ := by
          rw [Finset.sum_add_distrib, Finset.sum_sub_distrib, ← Finset.mul_sum,
            ← Finset.mul_sum, hsum, mul_one]
  have h2 : pairMoment p x 2
      = 2 * ∑ j, p j * x j ^ 2 - 2 * (∑ j, p j * x j) ^ 2 := by
    calc pairMoment p x 2 = ∑ i, p i * ∑ j, p j * (x j - x i) ^ 2 := by
          unfold pairMoment
          refine Finset.sum_congr rfl (fun i _ => ?_)
          rw [Finset.mul_sum]
          exact Finset.sum_congr rfl (fun j _ => by ring)
      _ = ∑ i, ((∑ j, p j * x j ^ 2) * p i - (2 * ∑ j, p j * x j) * (p i * x i)
            + p i * x i ^ 2) :=
          Finset.sum_congr rfl (fun i _ => by rw [h]; ring)
      _ = _ := by
          rw [Finset.sum_add_distrib, Finset.sum_sub_distrib, ← Finset.mul_sum,
            ← Finset.mul_sum, hsum]
          ring
  rw [h2, coordVariance, h]
  ring
```

## (d) The squared phase average as a sum of cosines

Show that
\[ |z|^2=\sum_{i,j}p_ip_j\cos\frac{2\pi(x_i-x_j)}{L}. \]

**Solution.** With \(\theta_j=2\pi x_j/L\), the real and imaginary parts of \(z\) are \(\sum_jp_j\cos\theta_j\) and \(\sum_jp_j\sin\theta_j\) (`hre`, `him`). The sum of their squares is
\[ \sum_{i,j}p_ip_j(\cos\theta_i\cos\theta_j+\sin\theta_i\sin\theta_j)=\sum_{i,j}p_ip_j\cos(\theta_i-\theta_j). \]

```lean
/-- The squared modulus of the average phase is the sum, over ordered pairs of positions, of the
product of their weights and the cosine of `2π/L` times their separation. -/
theorem norm_sq_phaseAverage (p x : ι → ℝ) (L : ℝ) :
    ‖phaseAverage p x L‖ ^ 2
      = ∑ i, ∑ j, p i * p j * Real.cos (2 * π * (x i - x j) / L) := by
  have harg : ∀ j, (2 * π * Complex.I * x j / L : ℂ)
      = ((2 * π * x j / L : ℝ) : ℂ) * Complex.I := by
    intro j
    push_cast
    ring
  have hre : (phaseAverage p x L).re = ∑ j, p j * Real.cos (2 * π * x j / L) := by
    rw [phaseAverage, Complex.re_sum]
    refine Finset.sum_congr rfl (fun j _ => ?_)
    rw [harg, Complex.re_ofReal_mul, Complex.exp_ofReal_mul_I_re]
  have him : (phaseAverage p x L).im = ∑ j, p j * Real.sin (2 * π * x j / L) := by
    rw [phaseAverage, Complex.im_sum]
    refine Finset.sum_congr rfl (fun j _ => ?_)
    rw [harg, Complex.im_ofReal_mul, Complex.exp_ofReal_mul_I_im]
  rw [Complex.sq_norm, Complex.normSq_apply, hre, him, Finset.sum_mul_sum,
    Finset.sum_mul_sum, ← Finset.sum_add_distrib]
  refine Finset.sum_congr rfl (fun i _ => ?_)
  rw [← Finset.sum_add_distrib]
  refine Finset.sum_congr rfl (fun j _ => ?_)
  have e : 2 * π * (x i - x j) / L = 2 * π * x i / L - 2 * π * x j / L := by ring
  rw [e, Real.cos_sub]
  ring
```

## (e) The error as a sum over pairs

For weights of total one and \(d_{ij}=x_i-x_j\), show that
\[ \sigma^2-\Gamma_L=\sum_{i,j}p_ip_j\left[\frac{d_{ij}^2}{2}-\Bigl(\frac{L}{2\pi}\Bigr)^2\Bigl(1-\cos\frac{2\pi d_{ij}}{L}\Bigr)\right]. \]

**Solution.** Since \(\sum_{i,j}p_ip_j=1\), the 1 in \(\Gamma_L\) is itself a pair sum (`one`, `split`). Insert (c) and (d) and collect terms.

```lean
/-- For weights of total one, the error of the Gamma-point spread is a sum over pairs of positions
of the product of their weights and a function of their separation. -/
theorem spread_error_eq (p x : ι → ℝ) (L : ℝ) (hsum : ∑ j, p j = 1) :
    coordVariance p x - gammaSpread p x L = ∑ i, ∑ j, p i * p j *
      ((x i - x j) ^ 2 / 2
        - (L / (2 * π)) ^ 2 * (1 - Real.cos (2 * π * (x i - x j) / L))) := by
  have one : ∑ i, ∑ j, p i * p j = 1 := by
    rw [← Finset.sum_mul_sum, hsum, mul_one]
  -- write the 1 in the spread as a pair sum of weights
  have split : gammaSpread p x L = (L / (2 * π)) ^ 2 * ((∑ i, ∑ j, p i * p j)
      - ∑ i, ∑ j, p i * p j * Real.cos (2 * π * (x i - x j) / L)) := by
    rw [one, gammaSpread, norm_sq_phaseAverage]
  rw [coordVariance_eq_pairMoment p x hsum, split, div_eq_inv_mul]
  simp only [pairMoment, Finset.mul_sum, ← Finset.sum_sub_distrib]
  exact Finset.sum_congr rfl (fun i _ => Finset.sum_congr rfl (fun j _ => by ring))
```

## (f) Bounds for a single pair

Let \(\varepsilon(d)\) be the bracket in (e) at separation \(d\). For \(L>0\), show that
\[ \frac{\pi^2d^4}{6L^2}-\frac{\pi^4d^6}{45L^4}\le \varepsilon(d)\le\frac{\pi^2d^4}{6L^2}. \]

**Solution.** With \(t=2\pi d/L\) we have \((L/2\pi)^2t^2=d^2\), so \(\varepsilon(d)=(L/2\pi)^2(\cos t-1+t^2/2)\). By (b), the last factor lies between \(t^4/24-t^6/720\) and \(t^4/24\). Finally,
\[ \Bigl(\frac{L}{2\pi}\Bigr)^2\frac{t^4}{24}=\frac{\pi^2d^4}{6L^2},\qquad \Bigl(\frac{L}{2\pi}\Bigr)^2\frac{t^6}{720}=\frac{\pi^4d^6}{45L^4}. \]
The code does this conversion in `e2`, `e4` and `e6`.

```lean
/-- In a cell of length `L > 0`, the error of a pair at separation `d`, before multiplication by the
weights, is at most `π² d⁴ / (6 L²)`, and falls short of this by at most `π⁴ d⁶ / (45 L⁴)`. -/
theorem pair_error_bounds (d : ℝ) {L : ℝ} (hL : 0 < L) :
    π ^ 2 / (6 * L ^ 2) * d ^ 4 - π ^ 4 / (45 * L ^ 4) * d ^ 6
        ≤ d ^ 2 / 2 - (L / (2 * π)) ^ 2 * (1 - Real.cos (2 * π * d / L)) ∧
      d ^ 2 / 2 - (L / (2 * π)) ^ 2 * (1 - Real.cos (2 * π * d / L))
        ≤ π ^ 2 / (6 * L ^ 2) * d ^ 4 := by
  have hπ : π ≠ 0 := Real.pi_ne_zero
  have hL' : L ≠ 0 := hL.ne'
  obtain ⟨lo, hi⟩ := cos_taylor_bounds (2 * π * d / L)
  have hK : 0 ≤ (L / (2 * π)) ^ 2 := sq_nonneg _
  have h1 := mul_le_mul_of_nonneg_left lo hK
  have h2 := mul_le_mul_of_nonneg_left hi hK
  have e2 : (L / (2 * π)) ^ 2 * (2 * π * d / L) ^ 2 = d ^ 2 := by
    field_simp
  have e4 : (L / (2 * π)) ^ 2 * (1 - (2 * π * d / L) ^ 2 / 2 + (2 * π * d / L) ^ 4 / 24)
      = (L / (2 * π)) ^ 2 - d ^ 2 / 2 + π ^ 2 / (6 * L ^ 2) * d ^ 4 := by
    calc _ = (L / (2 * π)) ^ 2 - ((L / (2 * π)) ^ 2 * (2 * π * d / L) ^ 2) / 2
          + ((L / (2 * π)) ^ 2 * (2 * π * d / L) ^ 2) * (2 * π * d / L) ^ 2 / 24 := by ring
      _ = _ := by rw [e2]; ring
  have e6 : (L / (2 * π)) ^ 2 * (1 - (2 * π * d / L) ^ 2 / 2 + (2 * π * d / L) ^ 4 / 24
        - (2 * π * d / L) ^ 6 / 720)
      = (L / (2 * π)) ^ 2 - d ^ 2 / 2 + π ^ 2 / (6 * L ^ 2) * d ^ 4
        - π ^ 4 / (45 * L ^ 4) * d ^ 6 := by
    rw [mul_sub, e4]
    calc _ = (L / (2 * π)) ^ 2 - d ^ 2 / 2 + π ^ 2 / (6 * L ^ 2) * d ^ 4
          - ((L / (2 * π)) ^ 2 * (2 * π * d / L) ^ 2) * (2 * π * d / L) ^ 4 / 720 := by ring
      _ = _ := by rw [e2]; ring
  rw [e6] at h1
  rw [e4] at h2
  rw [mul_sub, mul_one]
  constructor
  · linarith
  · linarith
```

## (g) Bounds for the whole distribution

For nonnegative weights of total one and \(L>0\), show that
\[ \frac{\pi^2}{6L^2}M_4-\frac{\pi^4}{45L^4}M_6\le\sigma^2-\Gamma_L\le\frac{\pi^2}{6L^2}M_4 . \]

**Solution.** Multiply (f) at \(d=d_{ij}\) by \(p_ip_j\ge0\) and sum over \(i\) and \(j\). The two calls of `Finset.sum_le_sum` in each half do this pair by pair.

```lean
/-- For a probability distribution on finitely many positions and a cell of length `L > 0`,
the variance exceeds the Gamma-point spread by at most `π²/(6L²)` times the fourth pair moment,
and by at least this amount less `π⁴/(45L⁴)` times the sixth pair moment. -/
theorem spread_error_bounds (p x : ι → ℝ) {L : ℝ} (hp : ∀ j, 0 ≤ p j)
    (hsum : ∑ j, p j = 1) (hL : 0 < L) :
    π ^ 2 / (6 * L ^ 2) * pairMoment p x 4 - π ^ 4 / (45 * L ^ 4) * pairMoment p x 6
        ≤ coordVariance p x - gammaSpread p x L ∧
      coordVariance p x - gammaSpread p x L ≤ π ^ 2 / (6 * L ^ 2) * pairMoment p x 4 := by
  rw [spread_error_eq p x L hsum]
  simp only [pairMoment, Finset.mul_sum, ← Finset.sum_sub_distrib]
  -- compare the sums pair by pair
  constructor
  · refine Finset.sum_le_sum (fun i _ => Finset.sum_le_sum (fun j _ => ?_))
    refine le_trans (le_of_eq ?_) (mul_le_mul_of_nonneg_left
      (pair_error_bounds (x i - x j) hL).1 (mul_nonneg (hp i) (hp j)))
    ring
  · refine Finset.sum_le_sum (fun i _ => Finset.sum_le_sum (fun j _ => ?_))
    refine le_trans (mul_le_mul_of_nonneg_left
      (pair_error_bounds (x i - x j) hL).2 (mul_nonneg (hp i) (hp j))) (le_of_eq ?_)
    ring
```

The lower bound can be negative in a small cell. The same summation with the cruder \(\cos t\ge1-t^2/2\) gives \(\varepsilon(d)\ge0\), hence \(\Gamma_L\le\sigma^2\) for every \(L>0\): the spread is never too large. This neighbouring result is derived here by hand only.

## (h) The limit of a large cell

For the same weights, show that
\[ \lim_{L\to\infty}L^2(\sigma^2-\Gamma_L)=\frac{\pi^2}{6}M_4 . \]

**Solution.** Multiplied by \(L^2\), (g) confines the quantity between \(\pi^2M_4/6-\pi^4M_6/(45L^2)\) and \(\pi^2M_4/6\), and the lower end tends to the upper one. Lean squeezes in the same way, using (g) only for \(L>0\). When \(M_4>0\), the constant \(\pi^2/6\) in the upper bound is therefore the best possible.

```lean
/-- For a probability distribution on finitely many positions, `L²` times the error of the
Gamma-point spread tends to `π²/6` times the fourth pair moment as the cell grows. -/
theorem tendsto_sq_mul_spread_error (p x : ι → ℝ) (hp : ∀ j, 0 ≤ p j)
    (hsum : ∑ j, p j = 1) :
    Tendsto (fun L : ℝ => L ^ 2 * (coordVariance p x - gammaSpread p x L)) atTop
      (𝓝 (π ^ 2 / 6 * pairMoment p x 4)) := by
  have hlow : Tendsto (fun L : ℝ => π ^ 2 / 6 * pairMoment p x 4
      - (π ^ 4 / 45 * pairMoment p x 6) / L ^ 2) atTop
      (𝓝 (π ^ 2 / 6 * pairMoment p x 4 - 0)) :=
    tendsto_const_nhds.sub (tendsto_const_nhds.div_atTop (tendsto_pow_atTop two_ne_zero))
  rw [sub_zero] at hlow
  refine tendsto_of_tendsto_of_tendsto_of_le_of_le' hlow tendsto_const_nhds ?_ ?_
  · filter_upwards [eventually_gt_atTop (0 : ℝ)] with L hL
    have hL' : L ≠ 0 := hL.ne'
    refine le_trans (le_of_eq ?_) (mul_le_mul_of_nonneg_left
      (spread_error_bounds p x hp hsum hL).1 (sq_nonneg L))
    field_simp
  · filter_upwards [eventually_gt_atTop (0 : ℝ)] with L hL
    have hL' : L ≠ 0 := hL.ne'
    refine le_trans (mul_le_mul_of_nonneg_left
      (spread_error_bounds p x hp hsum hL).2 (sq_nonneg L)) (le_of_eq ?_)
    field_simp
```

## (i) Relative error for a distribution of limited width

Suppose also that \(|x_i-x_j|\le w\) for all \(i,j\), including positions of zero weight. For \(L>0\), show that
\[ \sigma^2-\Gamma_L\le\frac{\pi^2w^2}{3L^2}\,\sigma^2 . \]

**Solution.** From \(d_{ij}^4\le w^2d_{ij}^2\) and (c), \(M_4\le w^2M_2=2w^2\sigma^2\) (`hM` is the first inequality). Insert this in the upper bound of (g).

For a fixed, finite, one-coordinate distribution, this turns a tolerance on the spread into a cell length: with \(w=L/10\), the variance is underestimated by at most 3.3 per cent.

```lean
/-- If all positions of a finite probability distribution lie within a distance `w` of each
other, the error of the Gamma-point spread in a cell of length `L > 0` is at most
`π² w² / (3 L²)` times the variance. -/
theorem spread_error_le_of_width (p x : ι → ℝ) {L w : ℝ} (hp : ∀ j, 0 ≤ p j)
    (hsum : ∑ j, p j = 1) (hL : 0 < L) (hw : ∀ i j, |x i - x j| ≤ w) :
    coordVariance p x - gammaSpread p x L
      ≤ π ^ 2 * w ^ 2 / (3 * L ^ 2) * coordVariance p x := by
  have hM : pairMoment p x 4 ≤ w ^ 2 * pairMoment p x 2 := by
    simp only [pairMoment, Finset.mul_sum]
    refine Finset.sum_le_sum (fun i _ => Finset.sum_le_sum (fun j _ => ?_))
    have hd := pow_le_pow_left₀ (abs_nonneg _) (hw i j) 2
    rw [sq_abs] at hd
    have h := mul_le_mul_of_nonneg_left hd
      (mul_nonneg (mul_nonneg (hp i) (hp j)) (sq_nonneg (x i - x j)))
    calc _ = p i * p j * (x i - x j) ^ 2 * (x i - x j) ^ 2 := by ring
      _ ≤ _ := h
      _ = _ := by ring
  have hc : 0 ≤ π ^ 2 / (6 * L ^ 2) := by positivity
  calc coordVariance p x - gammaSpread p x L
      ≤ π ^ 2 / (6 * L ^ 2) * pairMoment p x 4 := (spread_error_bounds p x hp hsum hL).2
    _ ≤ π ^ 2 / (6 * L ^ 2) * (w ^ 2 * pairMoment p x 2) :=
        mul_le_mul_of_nonneg_left hM hc
    _ = _ := by
        rw [coordVariance_eq_pairMoment p x hsum]
        ring

end

end GammaPointSpread
```

```lean
#print axioms GammaPointSpread.spread_error_bounds
#print axioms GammaPointSpread.tendsto_sq_mul_spread_error
#print axioms GammaPointSpread.spread_error_le_of_width
```

```
'GammaPointSpread.spread_error_bounds' depends on axioms: [propext, Classical.choice, Quot.sound]
'GammaPointSpread.tendsto_sq_mul_spread_error' depends on axioms: [propext, Classical.choice, Quot.sound]
'GammaPointSpread.spread_error_le_of_width' depends on axioms: [propext, Classical.choice, Quot.sound]
```
